# In the square of the supersymmetric SYK supercharge, only triples sharing exactly one Majorana mode interact

In the simplest supersymmetric Sachdev–Ye–Kitaev (SYK) model, Majorana fermions are coupled three at a time in a supercharge Q, and the Hamiltonian is H = Q². Multiplying out Q² produces products of six Majorana operators. Which of them survive, and how many fermions does each surviving term involve?

Take n operators g_i with g_i² = 1 and g_i g_j = −g_j g_i for i ≠ j. The common normalisation {ψ_i, ψ_j} = δ_ij corresponds to ψ_i = g_i/√2. A "mode" here means one Majorana index, numbered from 0, so a complex fermion has two.

In Lean 4 with Mathlib:

```lean
import Mathlib

noncomputable section

namespace SupersymmetricSYK

variable {n : ℕ} {A : Type*} [Ring A]

/-- Majorana operators: each squares to one and different ones anticommute. -/
structure IsMajorana (g : Fin n → A) : Prop where
  sq : ∀ i, g i * g i = 1
  anti : ∀ i j, i ≠ j → g i * g j = -(g j * g i)
```

For a set S of modes, g_S is the product of its operators in increasing order, called `string` in the code.

```lean
/-- The modes in `S`, listed in increasing order. -/
def modes (S : Finset (Fin n)) : List (Fin n) :=
  (List.finRange n).filter (fun i => i ∈ S)

/-- The Majorana string `g_S`: the product of the `g i` with `i` in `S`, in increasing order. -/
def string (g : Fin n → A) (S : Finset (Fin n)) : A := ((modes S).map g).prod
```

The couplings C_S are one fixed set of real numbers, with no disorder average, and the supercharge is

Q = i Σ_S C_S g_S, with S running over the three-element sets.

```lean
/-- The three-element sets of modes. -/
def triples (n : ℕ) : Finset (Finset (Fin n)) := Finset.powersetCard 3 Finset.univ

/-- The supercharge `Q = i ∑ C_S g_S`, summed over three-element sets of modes. -/
def supercharge [Algebra ℂ A] (g : Fin n → A) (C : Finset (Fin n) → ℝ) : A :=
  Complex.I • ∑ S ∈ triples n, (C S : ℂ) • string g S
```

The operators live in an arbitrary complex algebra `A` without an adjoint. If the g_i are Hermitian operators on a Hilbert space, Q is Hermitian too, and Q² is a nonnegative Hamiltonian.

## (a) Exchanging two strings

Show that for any sets S and T

g_S g_T = (−1)^(|S||T| + |S∩T|) g_T g_S.

Move a single g_j through g_T. Each of the |T| factors gives a minus sign, except g_j itself if it occurs. The sign is therefore (−1)^(|T|+1) if j ∈ T and (−1)^|T| otherwise. Doing this for every j in S multiplies the signs, and the exponents add up to |S||T| + |S∩T|.

The first four lemmas identify the ordered list `modes S` with the set S. Then `pass` moves one operator by induction on the list, and `exchange_list` moves a whole string. In the theorem, list lengths and counts become the sizes of S, T and S ∩ T.

```lean
private lemma mem_modes (S : Finset (Fin n)) (a : Fin n) : a ∈ modes S ↔ a ∈ S := by
  simp [modes]

private lemma nodup_modes (S : Finset (Fin n)) : (modes S).Nodup :=
  (List.nodup_finRange n).filter _

private lemma toFinset_modes (S : Finset (Fin n)) : (modes S).toFinset = S := by
  ext a
  rw [List.mem_toFinset, mem_modes]

private lemma length_modes (S : Finset (Fin n)) : (modes S).length = S.card := by
  rw [← List.toFinset_card_of_nodup (nodup_modes S), toFinset_modes]

private lemma pass {g : Fin n → A} (hg : IsMajorana g) (j : Fin n) (l : List (Fin n)) :
    g j * (l.map g).prod = (-1 : ℤ) ^ (l.length + l.count j) • ((l.map g).prod * g j) := by
  induction l with
  | nil => simp
  | cons a l ih =>
    rw [List.map_cons, List.prod_cons]
    rcases eq_or_ne a j with rfl | h
    · have e : (-1 : ℤ) ^ ((a :: l).length + (a :: l).count a)
          = (-1) ^ (l.length + l.count a) := by
        rw [List.length_cons, List.count_cons_self]
        ring
      rw [e, mul_assoc, ← mul_smul_comm, ← ih]
    · have c : (a :: l).count j = l.count j := by simp [h]
      have e : (-1 : ℤ) ^ ((a :: l).length + (a :: l).count j)
          = -(-1) ^ (l.length + l.count j) := by
        rw [List.length_cons, c]
        ring
      rw [e, neg_smul, mul_assoc, ← mul_smul_comm, ← ih, ← mul_assoc,
        hg.anti j a h.symm, neg_mul, mul_assoc]

private lemma exchange_list {g : Fin n → A} (hg : IsMajorana g) (l m : List (Fin n)) :
    (l.map g).prod * (m.map g).prod
      = (-1 : ℤ) ^ (l.length * m.length + (l.map (fun a => m.count a)).sum) •
        ((m.map g).prod * (l.map g).prod) := by
  induction l with
  | nil => simp
  | cons a l ih =>
    have e : (a :: l).length * m.length + ((a :: l).map (fun a => m.count a)).sum
        = (l.length * m.length + (l.map (fun a => m.count a)).sum)
          + (m.length + m.count a) := by
      rw [List.length_cons, List.map_cons, List.sum_cons]
      ring
    rw [e, pow_add, List.map_cons, List.prod_cons, mul_assoc, ih, mul_smul_comm,
      ← mul_assoc, pass hg a m, smul_mul_assoc, smul_smul, mul_assoc]

/-- Exchanging two Majorana strings gives the sign `(-1)^(|S||T| + |S ∩ T|)`. -/
theorem string_exchange {g : Fin n → A} (hg : IsMajorana g) (S T : Finset (Fin n)) :
    string g S * string g T
      = (-1 : ℤ) ^ (S.card * T.card + (S ∩ T).card) • (string g T * string g S) := by
  have h : ((modes S).map (fun a => (modes T).count a)).sum = (S ∩ T).card := by
    rw [← List.sum_toFinset _ (nodup_modes S), toFinset_modes]
    simp only [List.Nodup.count (nodup_modes T), mem_modes]
    rw [Finset.sum_ite_mem]
    simp
  have := exchange_list hg (modes S) (modes T)
  rwa [h, length_modes, length_modes] at this
```

## (b) Triples that anticommute

Let S ≠ T have three elements each, with |S∩T| ≠ 1. Show that

g_S g_T = −g_T g_S.

Different triples cannot share three modes, so they share 0 or 2. The exponent in (a) is then 9 or 11, which is odd. The code excludes the value 3 by showing that it would force S = T.

```lean
/-- Two different triples of Majorana operators anticommute unless they share exactly one mode. -/
theorem triples_anticommute {g : Fin n → A} (hg : IsMajorana g) {S T : Finset (Fin n)}
    (hS : S.card = 3) (hT : T.card = 3) (hne : S ≠ T) (h1 : (S ∩ T).card ≠ 1) :
    string g S * string g T = -(string g T * string g S) := by
  have hle : (S ∩ T).card ≤ 3 := hS ▸ Finset.card_le_card Finset.inter_subset_left
  have h3 : (S ∩ T).card ≠ 3 := by
    intro h
    have a := Finset.eq_of_subset_of_card_le
      (Finset.inter_subset_left : S ∩ T ⊆ S) (by omega)
    have b := Finset.eq_of_subset_of_card_le
      (Finset.inter_subset_right : S ∩ T ⊆ T) (by omega)
    exact hne (a.symm.trans b)
  have hk : (S ∩ T).card = 0 ∨ (S ∩ T).card = 2 := by omega
  have e : (-1 : ℤ) ^ (S.card * T.card + (S ∩ T).card) = -1 := by
    rcases hk with h | h <;> rw [hS, hT, h] <;> norm_num
  rw [string_exchange hg S T, e, neg_smul, one_smul]
```

## (c) Cancellation in the double sum

Let F(S,T) = −F(T,S) for all the pairs of triples described in (b). Show that

Σ_{S,T} F(S,T) = Σ_S F(S,S) + Σ_{|S∩T|=1} F(S,T).

Subtract from F its diagonal terms and the terms with |S∩T| = 1. The remainder G is antisymmetric. Exchanging the names S and T shows that its sum X satisfies X = −X, so 2X = 0 and X = 0. The same G appears in the code, where `hD` is the relation X = −X.

```lean
private lemma pair_sum [Algebra ℂ A] (F : Finset (Fin n) → Finset (Fin n) → A)
    (h : ∀ S ∈ triples n, ∀ T ∈ triples n, S ≠ T → (S ∩ T).card ≠ 1 → F S T = -F T S) :
    ∑ S ∈ triples n, ∑ T ∈ triples n, F S T = ∑ S ∈ triples n, F S S
      + ∑ S ∈ triples n, ∑ T ∈ triples n with (S ∩ T).card = 1, F S T := by
  -- what is left after removing both kinds of surviving pairs is antisymmetric
  let G : Finset (Fin n) → Finset (Fin n) → A := fun S T =>
    F S T - (if S = T then F S S else 0) - (if (S ∩ T).card = 1 then F S T else 0)
  have hG : ∀ S ∈ triples n, ∀ T ∈ triples n, G S T = -G T S := by
    intro S hS T hT
    have cS : S.card = 3 := (Finset.mem_powersetCard.1 hS).2
    rcases eq_or_ne S T with rfl | hne
    · simp [G, cS]
    · by_cases h1 : (S ∩ T).card = 1
      · have h2 : (T ∩ S).card = 1 := by rwa [Finset.inter_comm]
        simp [G, hne, hne.symm, h1, h2]
      · have h2 : (T ∩ S).card ≠ 1 := by rwa [Finset.inter_comm]
        simp only [G, if_neg hne, if_neg hne.symm, if_neg h1, if_neg h2, sub_zero]
        exact h S hS T hT hne h1
  have hD : ∑ S ∈ triples n, ∑ T ∈ triples n, G S T
      = -∑ S ∈ triples n, ∑ T ∈ triples n, G S T := by
    calc _ = ∑ S ∈ triples n, ∑ T ∈ triples n, -G T S :=
          Finset.sum_congr rfl fun S hS => Finset.sum_congr rfl fun T hT => hG S hS T hT
      _ = _ := by
          simp only [Finset.sum_neg_distrib]
          rw [neg_inj]
          exact Finset.sum_comm
  have h0 : ∑ S ∈ triples n, ∑ T ∈ triples n, G S T = 0 := by
    have h2 := eq_neg_iff_add_eq_zero.mp hD
    rw [← two_smul ℂ] at h2
    have h3 := congrArg (fun x => (2 : ℂ)⁻¹ • x) h2
    simpa [smul_smul] using h3
  have hdiag : ∑ S ∈ triples n, ∑ T ∈ triples n, (if S = T then F S S else 0)
      = ∑ S ∈ triples n, F S S :=
    Finset.sum_congr rfl fun S hS => by rw [Finset.sum_ite_eq, if_pos hS]
  simp only [G, Finset.sum_sub_distrib] at h0
  rw [hdiag, sub_sub, sub_eq_zero] at h0
  simp only [Finset.sum_filter]
  exact h0
```

## (d) The square of one triple

Show that for |S| = 3

g_S² = −1.

Write g_S = g_a g_b g_c. Three exchanges of neighbours bring equal operators together:

g_a g_b g_c g_a g_b g_c = −g_a g_b g_a g_c g_b g_c = −g_a² g_b² g_c² = −1.

The `calc` block makes the same exchanges, first c with a, then b with a and c with b.

```lean
private lemma triple_sq {g : Fin n → A} (hg : IsMajorana g) {S : Finset (Fin n)}
    (hS : S.card = 3) : string g S * string g S = -1 := by
  obtain ⟨a, b, c, hl⟩ := List.length_eq_three.1 ((length_modes S).trans hS)
  have hd := nodup_modes S
  rw [hl] at hd
  have hab : a ≠ b := by rintro rfl; simp at hd
  have hac : a ≠ c := by rintro rfl; simp at hd
  have hbc : b ≠ c := by rintro rfl; simp at hd
  have hm : string g S = g a * (g b * g c) := by simp [string, hl]
  rw [hm]
  calc g a * (g b * g c) * (g a * (g b * g c))
      = g a * g b * (g c * g a) * g b * g c := by noncomm_ring
    _ = -(g a * (g b * g a) * (g c * g b) * g c) := by
        rw [hg.anti c a hac.symm]; noncomm_ring
    _ = -((g a * g a) * (g b * g b) * (g c * g c)) := by
        rw [hg.anti b a hab.symm, hg.anti c b hbc.symm]; noncomm_ring
    _ = -1 := by rw [hg.sq, hg.sq, hg.sq, one_mul, one_mul]
```

## (e) The square of the supercharge

Show that

Q² = Σ_S C_S² − Σ_{|S∩T|=1} C_S C_T g_S g_T,

where the last sum runs over ordered pairs of triples.

Since i² = −1,

Q² = −Σ_{S,T} C_S C_T g_S g_T.

By (b) and (c), only the diagonal and the pairs sharing one mode remain. By (d), each diagonal term contributes −C_S²·(−1) = C_S². These three steps are `hX`, `hp` and `hd`. The constant multiplies the identity `(1 : A)`, and the condition after `with` selects the pairs. If the supercharge is instead defined as Q = i Σ C_S ψ_S, where ψ_S is the ordered product of the ψ_i = g_i/√2, the right-hand side, still written with the g_i, acquires an overall factor 1/8.

```lean
/-- The square of the supercharge is `∑ C_S²` minus the sum of `C_S C_T g_S g_T` over ordered
pairs of triples that share exactly one mode. -/
theorem supercharge_sq [Algebra ℂ A] {g : Fin n → A} (hg : IsMajorana g)
    (C : Finset (Fin n) → ℝ) :
    supercharge g C * supercharge g C = (∑ S ∈ triples n, (C S : ℂ) ^ 2) • (1 : A)
      - ∑ S ∈ triples n, ∑ T ∈ triples n with (S ∩ T).card = 1,
          ((C S : ℂ) * (C T : ℂ)) • (string g S * string g T) := by
  have hX : supercharge g C * supercharge g C = -∑ S ∈ triples n, ∑ T ∈ triples n,
      ((C S : ℂ) * (C T : ℂ)) • (string g S * string g T) := by
    unfold supercharge
    rw [smul_mul_smul_comm, Complex.I_mul_I, neg_smul, one_smul, Finset.sum_mul_sum]
    simp only [smul_mul_smul_comm]
  -- anticommuting pairs cancel
  have hp := pair_sum (fun S T => ((C S : ℂ) * (C T : ℂ)) • (string g S * string g T))
    (fun S hS T hT hne h1 => by
      have e := triples_anticommute hg (Finset.mem_powersetCard.1 hS).2
        (Finset.mem_powersetCard.1 hT).2 hne h1
      simp only [e, smul_neg, mul_comm (C S : ℂ)])
  -- each diagonal term contributes the square of its coupling
  have hd : ∑ S ∈ triples n, ((C S : ℂ) * (C S : ℂ)) • (string g S * string g S)
      = -((∑ S ∈ triples n, (C S : ℂ) ^ 2) • (1 : A)) := by
    rw [Finset.sum_smul, ← Finset.sum_neg_distrib]
    refine Finset.sum_congr rfl fun S hS => ?_
    rw [triple_sq hg (Finset.mem_powersetCard.1 hS).2, smul_neg, pow_two]
  rw [hX, hp, hd, neg_add, neg_neg, sub_eq_add_neg]
```

For example, let only S = {0,1,2} and T = {0,3,4} have nonzero couplings. Both orders contribute equally, so

Q² = C_S² + C_T² − 2 C_S C_T g_1 g_2 g_3 g_4.

The four-fermion product has eigenvalues ±1, and the energies are (C_S − C_T)² and (C_S + C_T)². For exact diagonalisation at finite n, H can be assembled in this way: by (f) below, it is a constant plus a sum of strings g_U, with one coefficient for each set U of four modes.

## (f) Four-fermion interactions

Let two triples share exactly one mode. Show that the set U = (S∖T) ∪ (T∖S) has four elements and that

g_S g_T = ± g_U.

Let S = {a,b,j} and T = {j,c,d}. Up to sign, g_S = g_a g_b g_j and g_T = g_j g_c g_d. The two g_j meet and square to 1, leaving ± g_a g_b g_c g_d. The lemma `perm_sign` says that reordering a product changes at most its sign; `p1`, `p2` and `p3` are the three reorderings needed.

```lean
private lemma perm_sign {g : Fin n → A} (hg : IsMajorana g) {l m : List (Fin n)}
    (h : l.Perm m) :
    (l.map g).prod = (m.map g).prod ∨ (l.map g).prod = -(m.map g).prod := by
  induction h with
  | nil => exact Or.inl rfl
  | cons a _ ih => rcases ih with h | h <;> simp [h]
  | swap a b l =>
    rcases eq_or_ne b a with rfl | hne
    · exact Or.inl rfl
    · right
      simp only [List.map_cons, List.prod_cons]
      rw [← mul_assoc, hg.anti b a hne, neg_mul, mul_assoc]
  | trans _ _ h1 h2 => rcases h1 with h | h <;> rcases h2 with k | k <;> simp [h, k]

/-- If two triples share exactly one mode, the product of their strings is, up to sign, the
string on the four modes that are not shared. -/
theorem quartic_interaction {g : Fin n → A} (hg : IsMajorana g) {S T : Finset (Fin n)}
    (hS : S.card = 3) (hT : T.card = 3) (h1 : (S ∩ T).card = 1) :
    ((S \ T) ∪ (T \ S)).card = 4 ∧
      (string g S * string g T = string g ((S \ T) ∪ (T \ S)) ∨
       string g S * string g T = -string g ((S \ T) ∪ (T \ S))) := by
  obtain ⟨j, hj⟩ := Finset.card_eq_one.1 h1
  have hm : ∀ a, (a ∈ S ∧ a ∈ T) ↔ a = j := fun a => by
    rw [← Finset.mem_inter, hj, Finset.mem_singleton]
  have hjm := (hm j).2 rfl
  -- bring the shared mode to the end of the first string and the front of the second
  have p1 : (modes S).Perm (modes (S \ T) ++ [j]) := by
    refine (List.perm_ext_iff_of_nodup (nodup_modes S)
      ((nodup_modes _).append (List.nodup_singleton j) ?_)).2 fun a => ?_
    · intro a ha hb
      rw [mem_modes, Finset.mem_sdiff] at ha
      rw [List.mem_singleton] at hb
      exact ha.2 (hb ▸ hjm.2)
    · simp only [mem_modes, List.mem_append, List.mem_singleton, Finset.mem_sdiff]
      have := hm a
      tauto
  have p2 : (modes T).Perm (j :: modes (T \ S)) := by
    refine (List.perm_ext_iff_of_nodup (nodup_modes T)
      (List.nodup_cons.2 ⟨?_, nodup_modes _⟩)).2 fun a => ?_
    · rw [mem_modes, Finset.mem_sdiff]
      exact fun h => h.2 hjm.1
    · simp only [mem_modes, List.mem_cons, Finset.mem_sdiff]
      have := hm a
      tauto
  have p3 : (modes (S \ T) ++ modes (T \ S)).Perm (modes ((S \ T) ∪ (T \ S))) := by
    refine (List.perm_ext_iff_of_nodup
      ((nodup_modes _).append (nodup_modes _) ?_) (nodup_modes _)).2 fun a => ?_
    · intro a ha hb
      rw [mem_modes, Finset.mem_sdiff] at ha hb
      exact ha.2 hb.1
    · simp only [mem_modes, List.mem_append, Finset.mem_union]
  constructor
  · have hl := p3.length_eq
    rw [List.length_append, length_modes, length_modes, length_modes] at hl
    have a := Finset.card_sdiff_add_card_inter S T
    have b := Finset.card_sdiff_add_card_inter T S
    rw [Finset.inter_comm] at b
    omega
  · have e : ((modes (S \ T) ++ [j]).map g).prod * ((j :: modes (T \ S)).map g).prod
        = ((modes (S \ T) ++ modes (T \ S)).map g).prod := by
      simp only [List.map_append, List.prod_append, List.map_cons, List.map_nil,
        List.prod_cons, List.prod_nil, mul_one]
      rw [mul_assoc, ← mul_assoc (g j), hg.sq, one_mul]
    unfold string
    rcases perm_sign hg p1 with a | a <;> rcases perm_sign hg p2 with b | b <;>
      rcases perm_sign hg p3 with c | c <;>
      rw [a, b] <;> simp only [neg_mul, mul_neg, neg_neg, e, c, true_or, or_true]
```

## (g) At most four modes

Show that for n ≤ 4

Q² = Σ_S C_S².

Two triples satisfy |S∩T| = 6 − |S∪T| ≥ 2, so the interaction sum in (e) is empty. For n < 3 there are no triples and both sides vanish.

```lean
/-- With at most four Majorana modes the square of the supercharge is the constant `∑ C_S²`. -/
theorem supercharge_sq_of_le_four [Algebra ℂ A] {g : Fin n → A} (hg : IsMajorana g)
    (hn : n ≤ 4) (C : Finset (Fin n) → ℝ) :
    supercharge g C * supercharge g C = (∑ S ∈ triples n, (C S : ℂ) ^ 2) • (1 : A) := by
  rw [supercharge_sq hg C, sub_eq_self]
  refine Finset.sum_eq_zero fun S hS => Finset.sum_eq_zero fun T hT => ?_
  -- two triples among four modes share at least two of them
  obtain ⟨hT, h1⟩ := Finset.mem_filter.1 hT
  have a := (Finset.mem_powersetCard.1 hS).2
  have b := (Finset.mem_powersetCard.1 hT).2
  have c := Finset.card_union_add_card_inter S T
  have d := Finset.card_le_univ (S ∪ T)
  rw [Fintype.card_fin] at d
  omega
```

## (h) Operators satisfying the relations

Show that for every n there is an algebra with 1 ≠ 0 containing e_1, …, e_n (indexed from 0 in the code) such that

e_i² = 1 and e_i e_j = −e_j e_i for i ≠ j.

Take the complex Clifford algebra, in which v² = q(v) for vectors v, with q(x) = Σ_k x_k². The basis vectors have q(e_i) = 1, and for i ≠ j

e_i e_j + e_j e_i = q(e_i + e_j) − q(e_i) − q(e_j) = 2 − 1 − 1 = 0.

As a vector space this algebra is isomorphic to the exterior algebra, which is nonzero. The code uses that isomorphism for the first claim and the two computations with q for the others.

```lean
/-- The sum of squares of the coordinates, as a quadratic form on `ℂⁿ`. -/
def sumSq (n : ℕ) : QuadraticForm ℂ (Fin n → ℂ) :=
  QuadraticMap.weightedSumSquares ℂ (fun _ : Fin n => (1 : ℂ))

/-- The Clifford algebra of the sum of squares on `ℂⁿ` is not the zero algebra, and its `n`
standard basis vectors are Majorana operators. -/
theorem isMajorana_witness (n : ℕ) :
    Nontrivial (CliffordAlgebra (sumSq n)) ∧
      IsMajorana (fun i : Fin n =>
        CliffordAlgebra.ι (sumSq n) (Pi.single i 1 : Fin n → ℂ)) := by
  refine ⟨?_, ?_, ?_⟩
  · have : Invertible (2 : ℂ) := invertibleOfNonzero two_ne_zero
    exact (CliffordAlgebra.equivExterior (sumSq n)).toEquiv.nontrivial
  · intro i
    have h : sumSq n (Pi.single i 1 : Fin n → ℂ) = 1 := by
      simp [sumSq, QuadraticMap.weightedSumSquares_apply, Pi.single_apply]
    rw [CliffordAlgebra.ι_sq_scalar, h, map_one]
  · intro i j hij
    have h : QuadraticMap.polar (sumSq n) (Pi.single i 1 : Fin n → ℂ) (Pi.single j 1) = 0 := by
      simp only [QuadraticMap.polar, sumSq, QuadraticMap.weightedSumSquares_apply,
        ← Finset.sum_sub_distrib]
      refine Finset.sum_eq_zero fun k _ => ?_
      rcases eq_or_ne k i with rfl | hk
      · simp [hij]
      · simp [Pi.single_apply, hk]
    rw [eq_neg_iff_add_eq_zero, CliffordAlgebra.ι_mul_ι_add_swap, h, map_zero]

end SupersymmetricSYK
```

```lean
#print axioms SupersymmetricSYK.supercharge_sq
#print axioms SupersymmetricSYK.quartic_interaction
#print axioms SupersymmetricSYK.supercharge_sq_of_le_four
```

```
'SupersymmetricSYK.supercharge_sq' depends on axioms: [propext, Classical.choice, Quot.sound]
'SupersymmetricSYK.quartic_interaction' depends on axioms: [propext, Classical.choice, Quot.sound]
'SupersymmetricSYK.supercharge_sq_of_le_four' depends on axioms: [propext, Classical.choice, Quot.sound]
```
